# The maximally entangled state of two d-level systems has a positive, trace-one density matrix equal to its own square

Two quantum systems with the same finite number d ≥ 1 of levels can share the normalised state (|00⟩ + |11⟩ + ⋯)/√d. Its density matrix has entry 1/d where the row and column labels are both pairs of equal indices, and 0 elsewhere. The theorem says that this matrix is positive semidefinite, has trace one and equals its own square. The attempt first counts the d pairs of equal indices, as a sum of zeros and ones, and uses the count for both the square and the trace. Positivity then follows because the matrix is Hermitian, so that it equals its conjugate transpose times itself.

As first written in Lean, the proof fails:

```lean
import Mathlib

open Matrix
open scoped ComplexOrder MatrixOrder Kronecker

namespace MaxEntangledIsDensity

noncomputable section

variable {m n : Type*} [Fintype m] [Fintype n]

/-- A density matrix: positive semidefinite with trace one. -/
structure IsDensity (ρ : Matrix n n ℂ) : Prop where
  pos : ρ.PosSemidef
  trace_one : ρ.trace = 1

/-- The density matrix of `(|00⟩ + |11⟩ + ⋯)/√d` for two `d`-level systems, `d ≥ 1`. -/
def maxEntangled (d : ℕ) : Matrix (Fin d × Fin d) (Fin d × Fin d) ℂ :=
  Matrix.of fun x y =>
    (if x.1 = x.2 then 1 else 0) * (if y.1 = y.2 then 1 else 0) / (d : ℂ)

/-- For `d ≥ 1` the maximally entangled matrix is a density matrix and a projector. -/
theorem maxEntangled_isDensity {d : ℕ} (hd : d ≠ 0) :
    IsDensity (maxEntangled d) ∧ maxEntangled d * maxEntangled d = maxEntangled d := by
  have hd' : (d : ℂ) ≠ 0 := Nat.cast_ne_zero.mpr hd
  have hδ : ∑ y : Fin d × Fin d, (if y.1 = y.2 then (1 : ℂ) else 0) = d := by
    simp [Fintype.sum_prod_type]
  have hsq : maxEntangled d * maxEntangled d = maxEntangled d := by
    ext x z
    simp only [maxEntangled, Matrix.mul_apply, Matrix.of_apply]
    calc _ = ∑ y : Fin d × Fin d, ((if x.1 = x.2 then (1 : ℂ) else 0) *
            (if z.1 = z.2 then 1 else 0) / (d : ℂ) ^ 2) * (if y.1 = y.2 then 1 else 0) := by
          refine Finset.sum_congr rfl fun y _ => ?_
          by_cases hy : y.1 = y.2
          · simp only [hy, if_true]
            ring
          · simp [hy]
      _ = _ := by
          rw [← Finset.mul_sum, hδ]
          field_simp
  have hH : (maxEntangled d)ᴴ = maxEntangled d := by
    ext x y
    by_cases hx : x.1 = x.2 <;> by_cases hy : y.1 = y.2 <;>
      simp [maxEntangled, Matrix.conjTranspose_apply, hx, hy]
  refine ⟨⟨?_, ?_⟩, hsq⟩
  · have h := Matrix.posSemidef_conjTranspose_mul_self (maxEntangled d)
    rwa [hH, hsq] at h
  · calc (maxEntangled d).trace
        = ∑ y : Fin d × Fin d, (if y.1 = y.2 then (1 : ℂ) else 0) / d := by
          refine Finset.sum_congr rfl fun y _ => ?_
          by_cases hy : y.1 = y.2 <;> simp [maxEntangled, hy]
      _ = 1 := by rw [← Finset.sum_div, hδ, div_self hd']

end

end MaxEntangledIsDensity
```

Lean reports:

```
Main.lean:26:75: error: unsolved goals
d : ℕ
hd : d ≠ 0
hd' : ↑d ≠ 0
⊢ {x | x.1 = x.2}.card = d
Main.lean:27:10: warning: This simp argument is unused:
  Fintype.sum_prod_type

Hint: Omit it from the simp argument list.
  [apply] simp

Note: This linter can be disabled with `set_option linter.unusedSimpArgs false`
```

What went wrong. The error is in `hδ`, the count of equal pairs. `simp` was meant to split the sum over pairs into a double sum with `Fintype.sum_prod_type`, but the warning says that this lemma was never used. Another rule reached the sum first: Mathlib's simp lemma `Finset.sum_boole` turns a sum of ones and zeros into the number of elements satisfying the condition. What remained was `{x | x.1 = x.2}.card = d`, which is true, but there was no longer a sum to split, and `simp` could not evaluate the cardinality.

The repair uses `simp only` with a list that leaves out `Finset.sum_boole`, so the sum over pairs is now split. `Finset.sum_ite_eq`, with `Finset.mem_univ` and `if_true`, reduces each inner sum to 1, since exactly one second index equals the first. The remaining lemmas evaluate the outer sum of d ones as `d`.

After these edits no error is left:

```diff
@@ -25,5 +25,6 @@
   have hd' : (d : ℂ) ≠ 0 := Nat.cast_ne_zero.mpr hd
   have hδ : ∑ y : Fin d × Fin d, (if y.1 = y.2 then (1 : ℂ) else 0) = d := by
-    simp [Fintype.sum_prod_type]
+    simp only [Fintype.sum_prod_type, Finset.sum_ite_eq, Finset.mem_univ, if_true,
+      Finset.sum_const, Finset.card_univ, Fintype.card_fin, nsmul_eq_mul, mul_one]
   have hsq : maxEntangled d * maxEntangled d = maxEntangled d := by
     ext x z
```
